# An upper limit on linear mixing from one trial density change in linearised SCF

The self-consistent cycle is represented by its linearisation about the converged density: a density error is a real vector on a finite index set, and every mixing step multiplies it by the same matrix $1-\alpha\varepsilon$, where $\alpha$ is the mixing parameter and $\varepsilon=1-\chi_0K$ is built from the independent-electron response $\chi_0$ and the interaction kernel $K$. For symmetric negative semidefinite $\chi_0$ and symmetric positive definite $K$, convergence from every starting error forces $\alpha$ below a limit that can be computed from any single nonzero trial vector.

```lean
import Mathlib

open Matrix Filter Topology

namespace SloshingMixingBound

noncomputable section

variable {n : Type*} [Fintype n] [DecidableEq n]

/-- The interaction pairing `⟨u, K v⟩` of two density changes. -/
def hartree (K : Matrix n n ℝ) (u v : n → ℝ) : ℝ := u ⬝ᵥ K *ᵥ v

/-- The dielectric matrix `ε = 1 - χ₀ K`. -/
def dielectric (χ K : Matrix n n ℝ) : Matrix n n ℝ := 1 - χ * K

/-- The matrix `1 - α ε` that carries the density error through one linear-mixing step. -/
def mixStep (α : ℝ) (χ K : Matrix n n ℝ) : Matrix n n ℝ := 1 - α • dielectric χ K

/-- The density error after `k` linear-mixing steps, started from the error `e`. -/
def mixError (α : ℝ) (χ K : Matrix n n ℝ) (e : n → ℝ) (k : ℕ) : n → ℝ :=
  (mixStep α χ K ^ k) *ᵥ e

omit [DecidableEq n] in
/-- For a symmetric kernel the interaction pairing is symmetric. -/
theorem hartree_comm {K : Matrix n n ℝ} (hK : K.IsSymm) (u v : n → ℝ) :
    hartree K u v = hartree K v u := by
  unfold hartree
  rw [Matrix.dotProduct_mulVec, ← Matrix.mulVec_transpose, hK.eq, dotProduct_comm]

/-- For symmetric `K`, the screened pairing is the bare one minus the response of the
electrons to the potentials `K u` and `K v`. -/
theorem hartree_dielectric {χ K : Matrix n n ℝ} (hK : K.IsSymm) (u v : n → ℝ) :
    hartree K u (dielectric χ K *ᵥ v) = hartree K u v - hartree χ (K *ᵥ u) (K *ᵥ v) := by
  have h : dielectric χ K *ᵥ v = v - χ *ᵥ (K *ᵥ v) := by
    rw [dielectric, Matrix.sub_mulVec, Matrix.one_mulVec, Matrix.mulVec_mulVec]
  have h2 := hartree_comm hK u (χ *ᵥ (K *ᵥ v))
  rw [h]
  unfold hartree at *
  rw [Matrix.mulVec_sub, dotProduct_sub, h2, dotProduct_comm (χ *ᵥ (K *ᵥ v))]

/-- One mixing step inside the pairing subtracts `α` times the screened pairing. -/
theorem hartree_mixStep (α : ℝ) (χ K : Matrix n n ℝ) (u v : n → ℝ) :
    hartree K u (mixStep α χ K *ᵥ v)
      = hartree K u v - α * hartree K u (dielectric χ K *ᵥ v) := by
  have h : mixStep α χ K *ᵥ v = v - α • (dielectric χ K *ᵥ v) := by
    rw [mixStep, Matrix.sub_mulVec, Matrix.one_mulVec, Matrix.smul_mulVec]
  rw [h]
  unfold hartree
  rw [Matrix.mulVec_sub, Matrix.mulVec_smul, dotProduct_sub, dotProduct_smul, smul_eq_mul]

/-- For symmetric `χ₀` and `K`, the mixing step is self-adjoint in the interaction pairing. -/
theorem mixStep_selfAdjoint {χ K : Matrix n n ℝ} (hχ : χ.IsSymm) (hK : K.IsSymm)
    (α : ℝ) (u v : n → ℝ) :
    hartree K (mixStep α χ K *ᵥ u) v = hartree K u (mixStep α χ K *ᵥ v) := by
  rw [hartree_comm hK, hartree_mixStep, hartree_mixStep, hartree_dielectric hK,
    hartree_dielectric hK, hartree_comm hK v u, hartree_comm hχ (K *ᵥ v) (K *ᵥ u)]

/-- For symmetric `χ₀` and symmetric positive definite `K`, the interaction energy of the
density error is a convex function of the iteration number. -/
theorem error_energy_convex {χ K : Matrix n n ℝ} (hχ : χ.IsSymm) (hK : K.IsSymm)
    (hpos : ∀ x ≠ 0, 0 < hartree K x x) (α : ℝ) (d : n → ℝ) (k : ℕ) :
    2 * hartree K (mixError α χ K d (k + 1)) (mixError α χ K d (k + 1))
      ≤ hartree K (mixError α χ K d k) (mixError α χ K d k)
        + hartree K (mixError α χ K d (k + 2)) (mixError α χ K d (k + 2)) := by
  have hs : ∀ j, mixError α χ K d (j + 1) = mixStep α χ K *ᵥ mixError α χ K d j := by
    intro j
    simp only [mixError]
    rw [pow_succ', Matrix.mulVec_mulVec]
  -- self-adjointness moves one step from the left error to the right one
  have hmove : hartree K (mixError α χ K d (k + 1)) (mixError α χ K d (k + 1))
      = hartree K (mixError α χ K d k) (mixError α χ K d (k + 2)) := by
    rw [hs (k + 1), ← mixStep_selfAdjoint hχ hK, ← hs k]
  rw [hmove]
  generalize mixError α χ K d k = u
  generalize mixError α χ K d (k + 2) = v
  -- the energy of the difference is nonnegative
  have h0 : 0 ≤ hartree K (u - v) (u - v) := by
    rcases eq_or_ne (u - v) 0 with h | h
    · simp [h, hartree]
    · exact (hpos _ h).le
  have hc := hartree_comm hK u v
  simp only [hartree, Matrix.mulVec_sub, dotProduct_sub, sub_dotProduct] at *
  linarith

/-- Let `χ₀` be symmetric negative semidefinite and `K` symmetric positive definite. If `α`
is at or above the bound set by `d ≠ 0`, the interaction energy of an error that starts as `d`
never decreases. -/
theorem error_energy_grows {χ K : Matrix n n ℝ} (hχ : χ.IsSymm)
    (hneg : ∀ x, hartree χ x x ≤ 0) (hK : K.IsSymm)
    (hpos : ∀ x ≠ 0, 0 < hartree K x x) {α : ℝ} {d : n → ℝ} (hd : d ≠ 0)
    (hα : 2 * hartree K d d / hartree K d (dielectric χ K *ᵥ d) ≤ α) :
    Monotone fun k => hartree K (mixError α χ K d k) (mixError α χ K d k) := by
  have hB : 0 < hartree K d (dielectric χ K *ᵥ d) := by
    rw [hartree_dielectric hK]
    linarith [hpos d hd, hneg (K *ᵥ d)]
  rw [div_le_iff₀ hB] at hα
  apply monotone_nat_of_le_succ
  intro k
  induction k with
  | zero =>
    have e0 : mixError α χ K d 0 = d := by simp [mixError]
    have e1 : mixError α χ K d (0 + 1) = mixStep α χ K *ᵥ d := by simp [mixError]
    rw [e0, e1]
    have hm := hartree_mixStep α χ K d d
    generalize mixStep α χ K *ᵥ d = v at *
    -- the first step overshoots: the energy of `d + v` is nonnegative
    have h0 : 0 ≤ hartree K (d + v) (d + v) := by
      rcases eq_or_ne (d + v) 0 with h | h
      · simp [h, hartree]
      · exact (hpos _ h).le
    have hx : hartree K (d + v) (d + v)
        = hartree K d d + hartree K d v + (hartree K v d + hartree K v v) := by
      simp only [hartree, Matrix.mulVec_add, dotProduct_add, add_dotProduct]
      ring
    have hc := hartree_comm hK d v
    linarith
  | succ k ih =>
    have h := error_energy_convex hχ hK hpos α d k
    linarith

/-- Let `χ₀` be symmetric negative semidefinite and `K` symmetric positive definite. If the
single mixing run started from the error `d ≠ 0` converges, `α` lies below the bound set by `d`. -/
theorem bound_of_single_run {χ K : Matrix n n ℝ} (hχ : χ.IsSymm)
    (hneg : ∀ x, hartree χ x x ≤ 0) (hK : K.IsSymm)
    (hpos : ∀ x ≠ 0, 0 < hartree K x x) {α : ℝ} {d : n → ℝ} (hd : d ≠ 0)
    (hrun : Tendsto (mixError α χ K d) atTop (𝓝 0)) :
    α < 2 * hartree K d d / hartree K d (dielectric χ K *ᵥ d) := by
  by_contra hα
  have hmono := error_energy_grows hχ hneg hK hpos hd (not_lt.mp hα)
  have hcont : Continuous fun v : n → ℝ => hartree K v v := by
    change Continuous fun v : n → ℝ => ∑ i, v i * ∑ j, K i j * v j
    fun_prop
  -- the energy would tend to zero, yet it never drops below its initial value
  have hlim := (hcont.tendsto 0).comp hrun
  have hle := ge_of_tendsto' hlim fun k => hmono (Nat.zero_le k)
  have e0 : mixError α χ K d 0 = d := by simp [mixError]
  have hz : hartree K (0 : n → ℝ) 0 = 0 := by simp [hartree]
  simp only [e0, hz] at hle
  linarith [hpos d hd]

/-- Let `χ₀` be symmetric negative semidefinite and `K` symmetric positive definite. If linear
mixing converges from every initial error, then `α < 2⟨d,Kd⟩/⟨d,Kεd⟩` for every trial density
change `d ≠ 0`. -/
theorem sloshing_bound {χ K : Matrix n n ℝ} (hχ : χ.IsSymm)
    (hneg : ∀ x, hartree χ x x ≤ 0) (hK : K.IsSymm)
    (hpos : ∀ x ≠ 0, 0 < hartree K x x) {α : ℝ}
    (hconv : ∀ e, Tendsto (mixError α χ K e) atTop (𝓝 0)) :
    ∀ d ≠ 0, α < 2 * hartree K d d / hartree K d (dielectric χ K *ᵥ d) :=
  fun d hd => bound_of_single_run hχ hneg hK hpos hd (hconv d)

/-- A two-site response matrix in which only the first site is polarizable. -/
def siteChi : Matrix (Fin 2) (Fin 2) ℝ := !![-6, 0; 0, 0]

/-- A two-site interaction kernel. -/
def siteK : Matrix (Fin 2) (Fin 2) ℝ := !![1, 1; 1, 2]

/-- In the two-site model the response is symmetric negative semidefinite and the kernel is
symmetric positive definite. -/
theorem two_site_witness :
    siteChi.IsSymm ∧ (∀ x, hartree siteChi x x ≤ 0) ∧
      siteK.IsSymm ∧ ∀ x ≠ 0, 0 < hartree siteK x x := by
  refine ⟨?_, fun x => ?_, ?_, fun x hx => ?_⟩
  · apply Matrix.IsSymm.ext
    intro i j
    fin_cases i <;> fin_cases j <;> simp [siteChi]
  · have h : hartree siteChi x x = -6 * x 0 ^ 2 := by
      simp [hartree, siteChi, Matrix.mulVec, dotProduct, Fin.sum_univ_two]
      ring
    rw [h]
    nlinarith [sq_nonneg (x 0)]
  · apply Matrix.IsSymm.ext
    intro i j
    fin_cases i <;> fin_cases j <;> simp [siteK]
  · have h : hartree siteK x x = (x 0 + x 1) ^ 2 + x 1 ^ 2 := by
      simp [hartree, siteK, Matrix.mulVec, dotProduct, Fin.sum_univ_two]
      ring
    rw [h]
    by_contra hn
    have h1 : x 1 = 0 := pow_eq_zero_iff two_ne_zero |>.mp
      (by linarith [sq_nonneg (x 0 + x 1), sq_nonneg (x 1)] : x 1 ^ 2 = 0)
    have h2 : x 0 + x 1 = 0 := pow_eq_zero_iff two_ne_zero |>.mp
      (by linarith [sq_nonneg (x 0 + x 1), sq_nonneg (x 1)] : (x 0 + x 1) ^ 2 = 0)
    apply hx
    ext i
    fin_cases i
    · change x 0 = 0
      linarith
    · exact h1

/-- The weight `K` cannot be dropped: in the two-site model mixing with `α = 1/4` converges
from every start, although `2⟨d,d⟩/⟨d,εd⟩ < 1/4` for `d = (3, 1)`. -/
theorem unweighted_bound_fails :
    (∀ e, Tendsto (mixError (1 / 4) siteChi siteK e) atTop (𝓝 0)) ∧
      2 * (![3, 1] ⬝ᵥ ![3, 1]) / (![3, 1] ⬝ᵥ dielectric siteChi siteK *ᵥ ![3, 1])
        < (1 / 4 : ℝ) := by
  have he : dielectric siteChi siteK = !![7, 6; 0, 1] := by
    ext i j
    fin_cases i <;> fin_cases j <;>
      norm_num [dielectric, siteChi, siteK, Matrix.mul_apply, Fin.sum_univ_two]
  constructor
  · intro e
    have hM : mixStep (1 / 4) siteChi siteK = !![-3 / 4, -3 / 4 - 3 / 4; 0, 3 / 4] := by
      rw [mixStep, he]
      ext i j
      fin_cases i <;> fin_cases j <;> norm_num
    -- closed form for the powers of the triangular step matrix
    have hpow : ∀ (p q : ℝ) (k : ℕ),
        !![p, p - q; 0, q] ^ k = !![p ^ k, p ^ k - q ^ k; 0, q ^ k] := by
      intro p q k
      induction k with
      | zero => simp [Matrix.one_fin_two]
      | succ k ih =>
        rw [pow_succ, ih]
        ext i j
        fin_cases i <;> fin_cases j <;>
          simp [Matrix.mul_apply, Fin.sum_univ_two, pow_succ]
        ring
    have hp : Tendsto (fun k : ℕ => (-3 / 4 : ℝ) ^ k) atTop (𝓝 0) :=
      tendsto_pow_atTop_nhds_zero_of_abs_lt_one (by rw [abs_lt]; norm_num)
    have hq : Tendsto (fun k : ℕ => (3 / 4 : ℝ) ^ k) atTop (𝓝 0) :=
      tendsto_pow_atTop_nhds_zero_of_abs_lt_one (by rw [abs_lt]; norm_num)
    have h0 := (hp.mul_const (e 0)).add ((hp.sub hq).mul_const (e 1))
    have h1 := hq.mul_const (e 1)
    simp only [sub_zero, zero_mul, add_zero] at h0 h1
    have hf : mixError (1 / 4) siteChi siteK e = fun k =>
        ![(-3 / 4) ^ k * e 0 + ((-3 / 4) ^ k - (3 / 4) ^ k) * e 1, (3 / 4) ^ k * e 1] := by
      funext k
      rw [mixError, hM, hpow]
      ext i
      fin_cases i <;> simp [Matrix.mulVec, dotProduct, Fin.sum_univ_two]
    rw [hf, tendsto_pi_nhds]
    intro i
    fin_cases i
    · exact h0
    · exact h1
  · rw [he]
    norm_num [Matrix.mulVec, dotProduct, Fin.sum_univ_two]

end

end SloshingMixingBound
```

```lean
#print axioms SloshingMixingBound.sloshing_bound
#print axioms SloshingMixingBound.unweighted_bound_fails
```

```
'SloshingMixingBound.sloshing_bound' depends on axioms: [propext, Classical.choice, Quot.sound]
'SloshingMixingBound.unweighted_bound_fails' depends on axioms: [propext, Classical.choice, Quot.sound]
```

## The bound and its hypotheses

Write $\langle u,v\rangle=\sum_i u_iv_i$. The theorem `sloshing_bound` says that if $(1-\alpha\varepsilon)^k e\to 0$ for every vector $e$, then

$$
\alpha<\frac{2\langle d,Kd\rangle}{\langle d,K\varepsilon d\rangle}
\qquad\text{for every } d\neq 0 .
$$

The Lean names translate as follows.

- `hartree K u v` is $\langle u,Kv\rangle$. The same function applied to `χ` gives $\langle u,\chi_0v\rangle$, so `hneg` says that $\chi_0$ is negative semidefinite.
- `dielectric χ K` is $\varepsilon$, with the product in the order $\chi_0K$. The "screened pairing" of the docstrings is $\langle u,K\varepsilon v\rangle$. It is not the screened interaction, which is $K\varepsilon^{-1}$ and is weaker than $K$, whereas $K\varepsilon$ is stronger.
- `mixStep α χ K` is $1-\alpha\varepsilon$, and `mixError α χ K e k` is the error after $k$ steps from $e$.
- `hχ` and `hK` state that the two matrices are symmetric, and `hpos` that $K$ is positive definite.
- `hconv` is convergence to zero from every starting error, component by component.

The theorem `bound_of_single_run` needs less: if the one run that starts from the error $d$ converges, then $\alpha$ already lies below the limit set by that same $d$. The limit set by another vector may still be violated, for instance when $d$ is an eigenvector of $\varepsilon$ with a small eigenvalue and another eigenvalue is large.

Both results give necessary conditions. Passing the test for one $d$ does not ensure convergence; with $\alpha=0$ every test is passed and the error never changes.

## Where the matrices come from

Let the output density of one cycle depend on the input density. Near the fixed point, an input error $e$ produces a potential change $Ke$, and the electrons answer with the density change $\chi_0Ke$. Linear mixing replaces the input by a combination of input and output with weights $1-\alpha$ and $\alpha$, so the new error is

$$
(1-\alpha)e+\alpha\chi_0Ke=(1-\alpha\varepsilon)e .
$$

The sign of $\chi_0$ expresses that a static perturbation $v$ changes the ground-state energy of independent electrons at second order by $\tfrac12\langle v,\chi_0v\rangle\le 0$. Positive definiteness of $K$ says that every nonzero density change costs interaction energy. This is natural for the Coulomb kernel on neutral density changes, but it is an assumption once an exchange-correlation kernel is added.

Charge sloshing is the case in which $\langle d,K\varepsilon d\rangle$ is much larger than $\langle d,Kd\rangle$ for some density change $d$, typically one of long wavelength in a metal. Within this finite, linearised model with a fixed scalar $\alpha$, a guess for such a $d$ yields a ceiling on the mixing parameter without an eigenvalue calculation. Nonlinear effects far from the fixed point, preconditioners and methods that use the iteration history lie beyond the model.

## Energy that cannot decay

Set $M=1-\alpha\varepsilon$, $e_k=M^kd$ and $E_k=\langle e_k,Ke_k\rangle$. For the Coulomb kernel, $E_k$ is twice the electrostatic energy of the error.

**The denominator is positive.** Since $K$ is symmetric,

$$
\langle u,K\varepsilon v\rangle=\langle u,Kv\rangle-\langle u,K\chi_0Kv\rangle
=\langle u,Kv\rangle-\langle Ku,\chi_0Kv\rangle .
$$

For $u=v=d\neq0$ the first term is positive and the second is subtracted with a value at most zero. Hence $\langle d,K\varepsilon d\rangle\ge\langle d,Kd\rangle>0$.

**The step is self-adjoint in the $K$-pairing.** The right-hand side above is unchanged when $u$ and $v$ are exchanged, because $K$ and $\chi_0$ are symmetric. The same therefore holds for $\langle u,KMv\rangle=\langle u,Kv\rangle-\alpha\langle u,K\varepsilon v\rangle$, which gives $\langle Mu,Kv\rangle=\langle u,KMv\rangle$.

**The energies are convex in $k$.** Moving one factor of $M$ across the pairing gives

$$
E_{k+1}=\langle Me_k,Ke_{k+1}\rangle=\langle e_k,KMe_{k+1}\rangle=\langle e_k,Ke_{k+2}\rangle .
$$

The energy of a difference is nonnegative, so

$$
0\le\langle e_k-e_{k+2},K(e_k-e_{k+2})\rangle=E_k+E_{k+2}-2E_{k+1}.
$$

**Too large an $\alpha$ makes the first step overshoot.** Suppose $\alpha$ is at or above the limit, so that $\alpha\langle d,K\varepsilon d\rangle\ge2E_0$. Then $\langle d,Ke_1\rangle=E_0-\alpha\langle d,K\varepsilon d\rangle\le-E_0$, and

$$
0\le\langle d+e_1,K(d+e_1)\rangle=E_0+2\langle d,Ke_1\rangle+E_1\le E_1-E_0 .
$$

Convexity reads $E_{k+2}-E_{k+1}\ge E_{k+1}-E_k$. The first increment is nonnegative, so all later ones are too.

**Convergence is then impossible.** If $e_k\to0$, continuity gives $E_k\to0$. But $E_k\ge E_0>0$ for all $k$, a contradiction.

## The same argument in Lean

`hartree_comm` is the symmetry of the pairing, `hartree_dielectric` the formula for $\langle u,K\varepsilon v\rangle$, and `hartree_mixStep` the expansion of $\langle u,KMv\rangle$. `mixStep_selfAdjoint` rewrites both sides with these three lemmas until they agree.

In `error_energy_convex`, the local statement `hs` is $e_{j+1}=Me_j$ and `hmove` is $E_{k+1}=\langle e_k,Ke_{k+2}\rangle$. The two remaining errors are then generalised to arbitrary vectors `u` and `v`, since only the symmetry of the pairing and the positivity of the energy of `u - v` are still needed. Because `hpos` speaks of nonzero vectors, the case `u - v = 0` is treated separately. After expansion, `linarith` combines the terms.

`error_energy_grows` proves `hB`, the positive denominator, and uses it to clear the fraction in the assumption on $\alpha$. An induction on `k` follows: its base case is the overshoot inequality, and its successor case adds convexity to the previous increment. `bound_of_single_run` assumes the opposite of the bound, obtains the monotone energy, and passes to the limit with `ge_of_tendsto'`. `sloshing_bound` applies this to the run started from each `d`.

## Why the quotient carries the weight $K$

The matrix $\varepsilon$ is generally not symmetric, and the quotient without $K$ can give a false limit. The two-site model has

$$
\chi_0=\begin{pmatrix}-6&0\\0&0\end{pmatrix},\qquad
K=\begin{pmatrix}1&1\\1&2\end{pmatrix},\qquad
\varepsilon=\begin{pmatrix}7&6\\0&1\end{pmatrix}.
$$

A uniform potential changes the total charge here, so the first site should be pictured as exchanging electrons with a reservoir. `two_site_witness` confirms all hypotheses on the matrices, using $\langle x,\chi_0x\rangle=-6x_0^2$ and $\langle x,Kx\rangle=(x_0+x_1)^2+x_1^2$.

At $\alpha=1/4$ the step matrix is upper triangular with diagonal entries $p=-3/4$ and $q=3/4$ and off-diagonal entry $p-q$. Induction gives

$$
M^k=\begin{pmatrix}p^k&p^k-q^k\\0&q^k\end{pmatrix},
$$

which tends to zero, so mixing converges from every start. For $d=(3,1)$, however, $\varepsilon d=(27,1)$ and the unweighted quotient is $2\cdot10/82=10/41<1/4$. `unweighted_bound_fails` records both facts. With the weight restored, $Kd=(4,5)$ and the quotient becomes $2\cdot17/113=34/113$, which lies above $1/4$ as it must.
